# A real 2×2 linear step with determinant one and trace strictly between −2 and 2 has bounded powers

The declaration `powers_bounded` takes a real 2×2 matrix M with determinant one and trace of absolute value less than 2, and states that each entry of Mⁿ is bounded in absolute value by a constant independent of the natural number n. Read as physics, M is a fixed, area-preserving linear step in a two-dimensional phase space, and the statement says that repeating the step never makes its matrix entries grow without limit. The attempt first proves the Cayley–Hamilton identity M² = (tr M)M − 1 entry by entry, and from it a two-term recurrence for any chosen entry of the powers. A quadratic form in successive values is conserved by this recurrence, and the trace condition makes it positive definite, which gives the bound.

As first written in Lean, the proof fails:

```lean
import Mathlib

open Matrix

namespace KickedRingPolymerMode

noncomputable section

attribute [local instance] Matrix.linftyOpNormedRing Matrix.linftyOpNormedAlgebra

/-- A real 2×2 step with determinant one and trace strictly between -2 and 2 has bounded
powers. -/
theorem powers_bounded (M : Matrix (Fin 2) (Fin 2) ℝ) (hdet : M.det = 1)
    (htr : |M.trace| < 2) (i j : Fin 2) : ∃ C, ∀ n : ℕ, |(M ^ n) i j| ≤ C := by
  have hCH : M * M = M.trace • M - 1 := by
    rw [Matrix.det_fin_two] at hdet
    ext i j
    fin_cases i <;> fin_cases j <;>
      simp [Matrix.mul_apply, Fin.sum_univ_two, Matrix.trace_fin_two] <;>
      first | ring | linear_combination (-1 : ℝ) * hdet
  generalize M.trace = τ at hCH htr
  have hM : ∀ n : ℕ, M ^ (n + 2) = τ • M ^ (n + 1) - M ^ n := by
    intro n
    rw [pow_add M n 2, pow_two, hCH, mul_sub, mul_smul_comm, mul_one, pow_succ M n]
  obtain ⟨x, hx⟩ : ∃ x : ℕ → ℝ, ∀ n, x n = (M ^ n) i j := ⟨_, fun _ => rfl⟩
  have hrec : ∀ n, x (n + 2) = τ * x (n + 1) - x n := by
    intro n
    rw [hx, hx, hx, hM n]
    simp only [Matrix.sub_apply, Matrix.smul_apply, smul_eq_mul]
  -- a quadratic form conserved along the trajectory
  have hE : ∀ n, x (n + 1) ^ 2 - τ * x n * x (n + 1) + x n ^ 2 =
      x 1 ^ 2 - τ * x 0 * x 1 + x 0 ^ 2 := by
    intro n
    induction n with
    | zero => simp
    | succ n ih =>
      have h2 : x (n + 1 + 1) = τ * x (n + 1) - x n := hrec n
      rw [h2]
      linear_combination ih
  have hδ : 0 < 1 - τ ^ 2 / 4 := by
    obtain ⟨h1, h2⟩ := abs_lt.1 htr
    nlinarith
  refine ⟨(x 1 ^ 2 - τ * x 0 * x 1 + x 0 ^ 2) / (1 - τ ^ 2 / 4) + 1, fun n => ?_⟩
  have hb : x n ^ 2 ≤ (x 1 ^ 2 - τ * x 0 * x 1 + x 0 ^ 2) / (1 - τ ^ 2 / 4) := by
    rw [le_div_iff₀ hδ]
    nlinarith [hE n, sq_nonneg (x (n + 1) - τ / 2 * x n)]
  rw [← hx]
  nlinarith [sq_abs (x n), sq_nonneg (|x n| - 1), sq_nonneg (x n)]

end

end KickedRingPolymerMode
```

The error:

```
Try this:
  [apply] ring_nf
  
  The `ring` tactic failed to close the goal. Use `ring_nf` to obtain a normal form.
    
  Note that `ring` works primarily in *commutative* rings. If you have a noncommutative ring, abelian group or module, consider using `noncomm_ring`, `abel` or `module` instead.
Try this:
  [apply] ring_nf
  
  The `ring` tactic failed to close the goal. Use `ring_nf` to obtain a normal form.
    
  Note that `ring` works primarily in *commutative* rings. If you have a noncommutative ring, abelian group or module, consider using `noncomm_ring`, `abel` or `module` instead.
Main.lean:15:40: error: unsolved goals
case «0».«0»
M : Matrix (Fin 2) (Fin 2) ℝ
hdet : M 0 0 * M 1 1 - M 0 1 * M 1 0 = 1
htr : |M.trace| < 2
i j : Fin 2
⊢ M 0 0 ^ 2 + M 0 1 * M 1 0 = -1 + M 0 0 * M 1 1 + M 0 0 ^ 2

case «1».«1»
M : Matrix (Fin 2) (Fin 2) ℝ
hdet : M 0 0 * M 1 1 - M 0 1 * M 1 0 = 1
htr : |M.trace| < 2
i j : Fin 2
⊢ M 1 0 * M 0 1 + M 1 1 ^ 2 = -1 + M 1 1 * M 0 0 + M 1 1 ^ 2
```

What went wrong. The error lies in the proof of the Cayley–Hamilton identity `hCH`, where the two diagonal entries are left unsolved. Those entries need the determinant condition `hdet`, which `ring` does not use.

The two "Try this" messages report that `ring` failed to close a goal and fell back to `ring_nf`. That fallback rewrote the goal without closing it, but it did not raise an error. `first` moves to its next alternative only when the current one fails, so it accepted the rewritten goal and never tried `linear_combination (-1 : ℝ) * hdet`. The advice about noncommutative rings is beside the point here, since the entries are real numbers.

The diff swaps the two alternatives. `linear_combination` now comes first and closes the diagonal goals with `hdet`. On the off-diagonal entries, which hold without the determinant condition, adding a multiple of `hdet` does not fit; there `linear_combination` fails with an error, and `first` goes on to `ring`, which closes them.

Fix (accepted with no message):

```diff
@@ -18,5 +18,5 @@
     fin_cases i <;> fin_cases j <;>
       simp [Matrix.mul_apply, Fin.sum_univ_two, Matrix.trace_fin_two] <;>
-      first | ring | linear_combination (-1 : ℝ) * hdet
+      first | linear_combination (-1 : ℝ) * hdet | ring
   generalize M.trace = τ at hCH htr
   have hM : ∀ n : ℕ, M ^ (n + 2) = τ • M ^ (n + 1) - M ^ n := by
```
